# Parseval's identity for the unnormalised normal modes of a ring of beads

A ring of `P` beads, with `P` nonzero, has one real coordinate `x j` per bead, and its `k`-th normal-mode amplitude is the discrete Fourier sum of the `x j` with phases `χ (j * k)`, where `χ (j * k)` is exp(2πi jk/P). The theorem `parseval` states that the squared moduli of these amplitudes, summed over all `k`, equal `P` times the sum of the squared coordinates. The factor `P` is there because the transform is unnormalised; dividing each amplitude by √P would remove it. The proof expands each squared modulus into a double sum over beads, then sums over `k`, where orthogonality of the phases leaves only the diagonal terms.

The first attempt, which Lean rejects:

```lean
import Mathlib

open Finset

namespace RingPolymerCrossover

noncomputable section

local notation "χ" => ZMod.stdAddChar

variable {P : ℕ} [NeZero P]

/-- The complex amplitude of the `k`-th normal mode of a bead configuration. -/
def normalMode (x : ZMod P → ℝ) (k : ZMod P) : ℂ := ∑ j, (x j : ℂ) * χ (j * k)

/-- Parseval's identity: the squared mode amplitudes add up to `P` times the sum of the
squared bead positions. -/
theorem parseval (x : ZMod P → ℝ) :
    ∑ k, Complex.normSq (normalMode x k) = P * ∑ j, x j ^ 2 := by
  have h : ∀ k, ((Complex.normSq (normalMode x k) : ℝ) : ℂ)
      = ∑ j, ∑ l, (x j : ℂ) * (x l : ℂ) * χ (k * (j - l)) := by
    intro k
    rw [← Complex.mul_conj, normalMode, map_sum, Finset.sum_mul_sum]
    refine sum_congr rfl fun j _ => sum_congr rfl fun l _ => ?_
    rw [map_mul, Complex.conj_ofReal, ← AddChar.map_neg_eq_conj,
      show k * (j - l) = j * k + -(l * k) by ring, AddChar.map_add_eq_mul]
    ring
  apply Complex.ofReal_injective
  rw [Complex.ofReal_sum, sum_congr rfl (fun k _ => h k), Finset.sum_comm]
  push_cast
  rw [Finset.mul_sum]
  refine sum_congr rfl fun j _ => ?_
  -- orthogonality of the phases leaves only the diagonal term
  rw [Finset.sum_comm, Finset.sum_eq_single j]
  · simp only [sub_self, mul_zero, AddChar.map_zero_eq_one, mul_one, Finset.sum_const,
      Finset.card_univ, ZMod.card, nsmul_eq_mul]
    ring
  · intro l _ hl
    rw [← Finset.mul_sum, AddChar.sum_mulShift _ (ZMod.isPrimitive_stdAddChar P),
      if_neg (sub_ne_zero.2 hl.symm)]
    simp
  · simp

end

end RingPolymerCrossover
```

Lean reports:

```
Main.lean:25:8: error(lean.synthInstanceFailed): failed to synthesize instance of type class
  MulHomClass (AddChar (ZMod P) ℂ) (ZMod P) ℂ

Hint: Type class instance resolution failures can be inspected with the `set_option trace.Meta.synthInstance true` command.
Main.lean:25:17: error: Tactic `rewrite` failed: Did not find an occurrence of the pattern
  (starRingEnd ℂ) ↑?r
in the target expression
  ↑(x j) * (χ j * χ k) * (starRingEnd ℂ) (↑(x l) * χ (l * k)) = ↑(x j) * ↑(x l) * χ (k * (j - l))

P : ℕ
inst✝ : NeZero P
x : ZMod P → ℝ
k j : ZMod P
x✝¹ : j ∈ univ
l : ZMod P
x✝ : l ∈ univ
⊢ ↑(x j) * (χ j * χ k) * (starRingEnd ℂ) (↑(x l) * χ (l * k)) = ↑(x j) * ↑(x l) * χ (k * (j - l))
```

Diagnosis. The `map_mul` in the failing `rw` was meant to split the complex conjugate of the product `↑(x l) * χ (l * k)`. With no function specified, it matched `χ (j * k)` instead and rewrote it to `χ j * χ k`, as the goal in the second message shows. That step needs `χ` to preserve multiplication, but `χ` is an additive character, which turns sums into products. Hence the first message: Lean finds no `MulHomClass` instance for `AddChar (ZMod P) ℂ`.

The second error follows from the first. `Complex.conj_ofReal` needs the conjugate of a real number cast to ℂ, but the conjugate in the goal still encloses the whole product, so the pattern is not found.

Writing `map_mul (starRingEnd ℂ)` fixes the function to be complex conjugation, which does preserve multiplication. The rewrite now splits the intended product and exposes the conjugate of `↑(x l)` for `Complex.conj_ofReal`, so this one change cures both errors.

Lean accepts the file once it reads:

```diff
@@ -23,5 +23,5 @@
     rw [← Complex.mul_conj, normalMode, map_sum, Finset.sum_mul_sum]
     refine sum_congr rfl fun j _ => sum_congr rfl fun l _ => ?_
-    rw [map_mul, Complex.conj_ofReal, ← AddChar.map_neg_eq_conj,
+    rw [map_mul (starRingEnd ℂ), Complex.conj_ofReal, ← AddChar.map_neg_eq_conj,
       show k * (j - l) = j * k + -(l * k) by ring, AddChar.map_add_eq_mul]
     ring
```
